# A convex differentiable energy has exactly one equilibrium polarisation at fixed displacement

Q: You represent the polarisation by a single real number $P$, and the internal energy by a function $E(P)$ on the whole real line. A crystal has a polarisation vector, and a periodic one has it only up to a quantum. What physics survives that choice?

A: The physics of one polar axis. $P$ is the component along it, followed on one chosen branch, and $E(P)$ is the internal energy of a cell of fixed volume $V$ when the polarisation is held at $P$, not counting the energy of the macroscopic field. The displacement $D$ along the same axis is prescribed. In Gaussian units the macroscopic field is $D-4\pi P$, and the constant-displacement functional is

$$F(P)=E(P)+\frac{V}{8\pi}(D-4\pi P)^2 .$$

If $E$ is convex and differentiable and $V>0$, exactly one $P$ satisfies $E'(P)=V(D-4\pi P)$, and $F$ is strictly larger everywhere else.

Q: Why is that equation the equilibrium condition?

A: Because it says that the slope of $F$ vanishes. By the chain rule,

$$F'(P)=E'(P)+\frac{V}{8\pi}\cdot 2(D-4\pi P)(-4\pi)=E'(P)-V(D-4\pi P).$$

Q: Ferroelectrics have double wells, so convexity excludes the interesting materials.

A: It can be weakened. Suppose only that $E(P)+\frac c2P^2$ is convex for some real $c<4\pi V$. For a twice differentiable energy this means $E''\ge -c$, so a positive $c$ is an allowance for negative curvature. The field energy contributes curvature $4\pi V$, and the condition says that it outweighs the allowance. Convex $E$ is the case $c=0$.

A convex function lies above its tangents. Applied to $E(P)+\frac c2P^2$, whose slope is $E'(P)+cP$, this gives

$$E(Q)+\tfrac c2Q^2\ge E(P)+\tfrac c2P^2+(E'(P)+cP)(Q-P).$$

Since $\frac c2P^2-\frac c2Q^2+cP(Q-P)=-\frac c2(Q-P)^2$, we get

$$E(Q)\ge E(P)+E'(P)(Q-P)-\tfrac c2(Q-P)^2 .$$

For the field energy, write $D-4\pi Q=(D-4\pi P)-4\pi(Q-P)$ and expand:

$$\frac{V}{8\pi}(D-4\pi Q)^2=\frac{V}{8\pi}(D-4\pi P)^2-V(D-4\pi P)(Q-P)+2\pi V(Q-P)^2 .$$

Adding the two lines, with $m=(4\pi V-c)/2>0$,

$$F(Q)\ge F(P)+F'(P)(Q-P)+m(Q-P)^2 .$$

Q: That bounds $F$ from below. Where does a solution come from?

A: Put $P=0$ in the bound and write $g=F'(0)$. Then

$$F(Q)-F(0)\ge gQ+mQ^2\ge |Q|\,(m|Q|-|g|),$$

which is positive when $|Q|>|g|/m$. The continuous function $F$ has a minimum on the closed interval $[-|g|/m,\,|g|/m]$. That minimum is at most $F(0)$, so no point outside the interval lies lower. It is therefore a minimum over the whole line, and $F'$ vanishes there.

At any stationary $P$ the bound becomes $F(Q)\ge F(P)+m(Q-P)^2$, so $F(Q)>F(P)$ for $Q\ne P$. Two different stationary points would each have to lie strictly below the other, which is impossible.

Q: Now show me that the Lean text speaks about the same objects.

A: The definitions are these.

```lean
import Mathlib

open Set
open scoped Real

namespace ConstantDisplacement

noncomputable section

/-- The macroscopic electric field `D - 4πP` (Gaussian units) at displacement `D` and
polarisation `P`. -/
def eField (D P : ℝ) : ℝ := D - 4 * π * P

/-- The constant-displacement functional: the internal energy `E P` plus the field energy
`(V / 8π) (D - 4πP)²` of a cell of volume `V`. -/
def functional (E : ℝ → ℝ) (V D P : ℝ) : ℝ := E P + V / (8 * π) * (eField D P) ^ 2
```

`eField D P` is the macroscopic field, and `functional E V D P` is $F(P)$. The letter `E` always means the energy, never the field, and `V` is a volume, not a voltage. All quantities are real numbers in Gaussian units.

In the theorems, `Differentiable ℝ E` says that the energy has a derivative at every polarisation, and `deriv E P` is $E'(P)$. `ConvexOn ℝ univ E` is convexity on the whole line. The conclusion has three parts: some `P` satisfies `deriv E P = V * eField D P`; every `Q` satisfying the same equation equals `P`; and `functional E V D P < functional E V D Q` whenever `Q ≠ P`. The last part is what "unique global minimiser" means.

Q: What is put in by hand?

A: The energy function and its properties. Nothing derives $E(P)$ from electrons and nuclei, or shows that a given material obeys the curvature bound. An energy with a kink, or one defined only on a limited range of $P$, does not fit the hypotheses. The strict inequality also matters: if $c=4\pi V$ were allowed, $E(P)=-2\pi VP^2$ would qualify, yet its $F$ is a straight line with slope $-VD$, which has no stationary point when $D\neq0$.

Q: Could you have used vectors?

A: Yes. With $\mathbf P$ and $\mathbf D$ in three dimensions and field energy $\frac{V}{8\pi}|\mathbf D-4\pi\mathbf P|^2$, the derivative becomes a gradient, products become scalar products, and the interval becomes a closed ball. The argument carries over when all three components of $\mathbf D$ are fixed. If only the component normal to a slab is fixed and the in-plane field is held at zero, the in-plane polarisation gets no curvature from the field energy, and convexity alone no longer gives uniqueness: $E$ might not depend on those components at all. The file treats the scalar model only.

Q: Then take me through the proof. Is the slope of $F$ computed or assumed?

A: It is computed, by the chain rule as above.

```lean
/-- Where `E` is differentiable, the slope of the constant-displacement functional is
`E'(P) - V (D - 4πP)`. -/
theorem hasDerivAt_functional {E : ℝ → ℝ} {P : ℝ} (hE : DifferentiableAt ℝ E P) (V D : ℝ) :
    HasDerivAt (functional E V D) (deriv E P - V * eField D P) P := by
  have h1 : HasDerivAt (fun x : ℝ => D - 4 * π * x) (-(4 * π)) P := by
    simpa using ((hasDerivAt_id P).const_mul (4 * π)).const_sub D
  have h2 := hE.hasDerivAt.fun_add ((h1.fun_pow 2).const_mul (V / (8 * π)))
  refine HasDerivAt.congr_deriv h2 ?_
  have hk : V / (8 * π) * (8 * π) = V := div_mul_cancel₀ _ (by positivity)
  simp only [eField, Nat.cast_ofNat, Nat.reduceSub, pow_one]
  generalize V / (8 * π) = k at hk ⊢
  linear_combination (-(D - 4 * π * P)) * hk
```

Here `h1` differentiates the field and `h2` the whole functional. The remaining algebra treats $V/(8\pi)$ as one number `k` with $8\pi k=V$.

Q: And the tangent inequality?

A: It is obtained from slopes of chords. For $P<Q$, the slope of the chord of a convex function, taken with its sign, is at least the slope of the tangent at the left end $P$; for $Q<P$, it is at most the slope of the tangent at the right end $P$. Multiplying by the positive length of the interval gives the same inequality in both cases, and $P=Q$ is immediate.

```lean
/-- If `E` is differentiable and `E(P) + (c/2) P²` is convex, then `E` lies above each of its
tangents lowered by `(c/2) (Q - P)²`. -/
theorem tangent_bound {E : ℝ → ℝ} {c : ℝ} (hE : Differentiable ℝ E)
    (hc : ConvexOn ℝ univ (fun P => E P + c / 2 * P ^ 2)) (P Q : ℝ) :
    E P + deriv E P * (Q - P) - c / 2 * (Q - P) ^ 2 ≤ E Q := by
  have hd : HasDerivAt (fun x => E x + c / 2 * x ^ 2) (deriv E P + c * P) P := by
    refine HasDerivAt.congr_deriv
      ((hE P).hasDerivAt.fun_add ((hasDerivAt_pow 2 P).const_mul (c / 2))) ?_
    simp only [Nat.cast_ofNat, Nat.reduceSub, pow_one]
    ring
  rcases lt_trichotomy P Q with h | h | h
  · have s := hc.le_slope_of_hasDerivAt (mem_univ P) (mem_univ Q) h hd
    rw [slope_def_field, le_div_iff₀ (sub_pos.2 h)] at s
    have s' : (deriv E P + c * P) * (Q - P)
        ≤ (E Q + c / 2 * Q ^ 2) - (E P + c / 2 * P ^ 2) := s
    nlinarith [s']
  · subst h
    simp
  · have s := hc.slope_le_of_hasDerivAt (mem_univ Q) (mem_univ P) h hd
    rw [slope_def_field, div_le_iff₀ (sub_pos.2 h)] at s
    have s' : (E P + c / 2 * P ^ 2) - (E Q + c / 2 * Q ^ 2)
        ≤ (deriv E P + c * P) * (P - Q) := s
    nlinarith [s']
```

`hd` supplies the slope $E'(P)+cP$, `lt_trichotomy` splits the cases, and `nlinarith` does the rearrangement that leaves $-\frac c2(Q-P)^2$.

The next lemma adds the field energy. Its step `key` is the exact quadratic expansion.

```lean
/-- If `E` is differentiable and `E(P) + (c/2) P²` is convex, the constant-displacement
functional lies above each of its tangents raised by `((4πV - c)/2) (Q - P)²`. -/
theorem functional_growth {E : ℝ → ℝ} {c : ℝ} (hE : Differentiable ℝ E)
    (hc : ConvexOn ℝ univ (fun P => E P + c / 2 * P ^ 2)) (V D P Q : ℝ) :
    functional E V D P + (deriv E P - V * eField D P) * (Q - P)
      + (4 * π * V - c) / 2 * (Q - P) ^ 2 ≤ functional E V D Q := by
  have ht := tangent_bound hE hc P Q
  have hk : V / (8 * π) * (8 * π) = V := div_mul_cancel₀ _ (by positivity)
  simp only [functional, eField]
  generalize V / (8 * π) = k at hk ⊢
  -- the field energy is exactly quadratic in the polarisation
  have key : k * (D - 4 * π * Q) ^ 2 = k * (D - 4 * π * P) ^ 2
      - V * (D - 4 * π * P) * (Q - P) + 2 * π * V * (Q - P) ^ 2 := by
    linear_combination (-((D - 4 * π * P) * (Q - P)) + 2 * π * (Q - P) ^ 2) * hk
  nlinarith [ht, key]
```

Q: So the main theorem should be the compactness argument followed by the comparison of two stationary points.

A: Yes, except that the comparison is prepared first, under the name `strict`.

```lean
/-- Let `E` be differentiable with `E(P) + (c/2) P²` convex for some `c < 4πV`. Then exactly one
polarisation satisfies `E'(P) = V (D - 4πP)`, and the constant-displacement functional is strictly
larger at every other polarisation. -/
theorem equilibrium_of_curvature_bound {E : ℝ → ℝ} {c V : ℝ} (hE : Differentiable ℝ E)
    (hc : ConvexOn ℝ univ (fun P => E P + c / 2 * P ^ 2)) (hV : c < 4 * π * V) (D : ℝ) :
    ∃ P, deriv E P = V * eField D P ∧ (∀ Q, deriv E Q = V * eField D Q → Q = P) ∧
      ∀ Q, Q ≠ P → functional E V D P < functional E V D Q := by
  have hm : 0 < (4 * π * V - c) / 2 := by linarith
  -- a stationary point is a strict global minimiser
  have strict : ∀ P, deriv E P = V * eField D P →
      ∀ Q, Q ≠ P → functional E V D P < functional E V D Q := by
    intro P hP Q hQ
    have hg := functional_growth hE hc V D P Q
    rw [hP, sub_self, zero_mul, add_zero] at hg
    have hpos := mul_pos hm (pow_pos (abs_pos.2 (sub_ne_zero.2 hQ)) 2)
    rw [sq_abs] at hpos
    linarith
  -- a minimiser exists on a compact interval, outside which the functional exceeds its value at 0
  have hcont : Continuous (functional E V D) :=
    continuous_iff_continuousAt.2 fun x => (hasDerivAt_functional (hE x) V D).continuousAt
  have hgrow := functional_growth hE hc V D 0
  generalize deriv E 0 - V * eField D 0 = g at hgrow
  generalize (4 * π * V - c) / 2 = m at hm hgrow
  have hR : 0 ≤ |g| / m := div_nonneg (abs_nonneg g) hm.le
  have h0 : (0 : ℝ) ∈ Icc (-(|g| / m)) (|g| / m) := ⟨by linarith, hR⟩
  obtain ⟨P, -, hP⟩ := isCompact_Icc.exists_isMinOn ⟨0, h0⟩ hcont.continuousOn
  have hmin : ∀ Q, functional E V D P ≤ functional E V D Q := by
    intro Q
    by_cases hQ : |Q| ≤ |g| / m
    · exact hP (abs_le.1 hQ)
    · have h1 : |g| < |Q| * m := (div_lt_iff₀ hm).1 (not_le.1 hQ)
      have h2 := mul_le_mul_of_nonneg_left h1.le (abs_nonneg Q)
      have h3 := neg_abs_le (g * Q)
      rw [abs_mul] at h3
      have h4 := hgrow Q
      rw [sub_zero, ← sq_abs Q] at h4
      have h5 : functional E V D P ≤ functional E V D 0 := hP h0
      nlinarith [h2, h3, h4, h5]
  -- the slope vanishes at the minimiser
  have hloc : IsLocalMin (functional E V D) P := Filter.Eventually.of_forall hmin
  have hst : deriv E P = V * eField D P :=
    sub_eq_zero.1 (hloc.hasDerivAt_eq_zero (hasDerivAt_functional (hE P) V D))
  refine ⟨P, hst, fun Q hQ => ?_, strict P hst⟩
  by_contra hne
  exact lt_asymm (strict P hst Q hne) (strict Q hQ P (Ne.symm hne))
```

`hgrow` is the growth bound at $P=0$, with `g` and `m` as in the derivation. `isCompact_Icc.exists_isMinOn` gives the minimum on the interval, and `hmin` extends it to the line by separating $|Q|\le|g|/m$ from the rest. `hasDerivAt_eq_zero` makes the slope vanish there. The last line is the contradiction between two points that each lie strictly below the other.

The convex statement follows by setting `c := 0`.

```lean
/-- For a convex differentiable energy `E` and `V > 0`, exactly one polarisation satisfies
`E'(P) = V (D - 4πP)`, and it is the unique global minimiser of the constant-displacement
functional. -/
theorem equilibrium_of_convex {E : ℝ → ℝ} {V : ℝ} (hE : Differentiable ℝ E)
    (hc : ConvexOn ℝ univ E) (hV : 0 < V) (D : ℝ) :
    ∃ P, deriv E P = V * eField D P ∧ (∀ Q, deriv E Q = V * eField D Q → Q = P) ∧
      ∀ Q, Q ≠ P → functional E V D P < functional E V D Q :=
  equilibrium_of_curvature_bound (c := 0) hE (by simpa using hc) (by positivity) D
```

Q: What does this tell someone who runs calculations at fixed displacement?

A: In a model with one scalar polarisation and an energy obeying the curvature bound, a relaxation that ends at a stationary point of $F$ has found the global minimum, whatever the starting guess. A calculation that also relaxes atomic coordinates has no such guarantee from this theorem, because those coordinates can have several local minima at the same $P$.

For convex $E$ there is also a limit on the response. Let $P_1$ and $P_2$ be the equilibria at $D_1$ and $D_2$. Adding the tangent inequalities from $P_1$ to $P_2$ and back gives $(E'(P_2)-E'(P_1))(P_2-P_1)\ge0$. Inserting the equilibrium conditions and dividing by $V$,

$$4\pi(P_2-P_1)^2\le(D_2-D_1)(P_2-P_1)\le|D_2-D_1|\,|P_2-P_1| .$$

Hence $4\pi|P_2-P_1|\le|D_2-D_1|$: the change in $4\pi P$ is never larger than the change in displacement that causes it.

```lean
/-- For a convex differentiable energy and `V > 0`, the equilibrium polarisations `P₁`, `P₂` at
displacements `D₁`, `D₂` satisfy `4π |P₂ - P₁| ≤ |D₂ - D₁|`. -/
theorem polarisation_response {E : ℝ → ℝ} {V D₁ D₂ P₁ P₂ : ℝ} (hE : Differentiable ℝ E)
    (hc : ConvexOn ℝ univ E) (hV : 0 < V) (h₁ : deriv E P₁ = V * eField D₁ P₁)
    (h₂ : deriv E P₂ = V * eField D₂ P₂) :
    4 * π * |P₂ - P₁| ≤ |D₂ - D₁| := by
  have hc' : ConvexOn ℝ univ (fun P => E P + 0 / 2 * P ^ 2) := by simpa using hc
  have t₁ := tangent_bound hE hc' P₁ P₂
  have t₂ := tangent_bound hE hc' P₂ P₁
  rw [h₁] at t₁
  rw [h₂] at t₂
  simp only [eField] at t₁ t₂
  -- the slope of a convex energy is monotone
  have h : 4 * π * (P₂ - P₁) ^ 2 ≤ (D₂ - D₁) * (P₂ - P₁) :=
    le_of_mul_le_mul_left (by nlinarith [t₁, t₂]) hV
  rcases eq_or_ne (P₂ - P₁) 0 with h0 | h0
  · rw [h0, abs_zero, mul_zero]
    exact abs_nonneg _
  · refine le_of_mul_le_mul_right ?_ (abs_pos.2 h0)
    calc 4 * π * |P₂ - P₁| * |P₂ - P₁| = 4 * π * (P₂ - P₁) ^ 2 := by
          rw [mul_assoc, abs_mul_abs_self, sq]
      _ ≤ (D₂ - D₁) * (P₂ - P₁) := h
      _ ≤ |(D₂ - D₁) * (P₂ - P₁)| := le_abs_self _
      _ = |D₂ - D₁| * |P₂ - P₁| := abs_mul _ _
```

`t₁` and `t₂` are the two tangent inequalities, and `h` is the first inequality in the display. The case $P_1=P_2$ is treated separately, before the division by $|P_2-P_1|$.

Q: I still want to see a double well.

A: Take $E(P)=P^4-P^2$ in scaled units, with minima at $P=\pm1/\sqrt2$. It is not convex: its value at $0$ is $0$, while the mean of its values at $\pm\frac12$ is $-\frac3{16}$. But $E(P)+P^2=P^4$ is convex, so $c=2$ works, and $c<4\pi V$ becomes $2\pi V>1$. At each $D$ there is then exactly one solution of $4P^3-2P=V(D-4\pi P)$. At $D=0$ it is $P=0$, the top of the barrier between the wells, which the field energy has turned into the minimum of $F$.

```lean
/-- The double-well energy `P⁴ - P²` is not convex, yet for `2πV > 1` exactly one polarisation
satisfies `4P³ - 2P = V (D - 4πP)` at each displacement `D`. -/
theorem double_well_equilibrium {V : ℝ} (hV : 1 < 2 * π * V) :
    ¬ ConvexOn ℝ univ (fun P : ℝ => P ^ 4 - P ^ 2) ∧
      ∀ D : ℝ, ∃! P : ℝ, 4 * P ^ 3 - 2 * P = V * eField D P := by
  constructor
  · -- the energy at 0 exceeds the mean of the energies at ±1/2
    intro h
    have h1 := h.2 (mem_univ (1 / 2 : ℝ)) (mem_univ (-(1 / 2) : ℝ))
      (by norm_num : (0 : ℝ) ≤ 1 / 2) (by norm_num : (0 : ℝ) ≤ 1 / 2) (by norm_num)
    norm_num [smul_eq_mul] at h1
  · intro D
    have hd : ∀ P : ℝ, deriv (fun x : ℝ => x ^ 4 - x ^ 2) P = 4 * P ^ 3 - 2 * P := by
      intro P
      simp
    have hc : ConvexOn ℝ univ (fun P : ℝ => (P ^ 4 - P ^ 2) + 2 / 2 * P ^ 2) := by
      have he : (fun P : ℝ => (P ^ 4 - P ^ 2) + 2 / 2 * P ^ 2) = fun P => P ^ 4 := by
        funext P
        ring
      rw [he]
      exact Even.convexOn_pow (by decide)
    obtain ⟨P, hP, hu, -⟩ := equilibrium_of_curvature_bound
      (E := fun x : ℝ => x ^ 4 - x ^ 2) (V := V) (by fun_prop) hc (by linarith) D
    exact ⟨P, (hd P).symm.trans hP, fun Q hQ => hu Q ((hd Q).trans hQ)⟩

end

end ConstantDisplacement
```

The first half of the proof tests convexity at $\pm\frac12$. The second computes the derivative, rewrites $E(P)+P^2$ as $P^4$, and applies the general theorem. `∃!` means "exactly one".

```lean
#print axioms ConstantDisplacement.equilibrium_of_convex
-- 'ConstantDisplacement.equilibrium_of_convex' depends on axioms: [propext, Classical.choice, Quot.sound]
#print axioms ConstantDisplacement.polarisation_response
-- 'ConstantDisplacement.polarisation_response' depends on axioms: [propext, Classical.choice, Quot.sound]
#print axioms ConstantDisplacement.double_well_equilibrium
-- 'ConstantDisplacement.double_well_equilibrium' depends on axioms: [propext, Classical.choice, Quot.sound]
```
